# Equivalence of the Schrödinger equation and its similarity-transformed form for a velocity exp(T)v at a coupled-cluster state

In a finite-dimensional model with ħ = 1, let e₀ be the reference basis vector, T a linear combination of given matrices, and c exp(T)e₀ the coupled-cluster state, which need not be normalised. The theorem says that a velocity of the form exp(T)v satisfies the Schrödinger equation i exp(T)v = H c exp(T)e₀ exactly when i v = c H̄e₀, where H̄ = exp(−T)H exp(T). Here v is any complex vector, c any complex number and H any complex matrix, and the matrices that make up T need not commute with one another. The attempt first shows that exp(−T)exp(T) = 1 and deduces exp(T)H̄ = H exp(T), then passes between the two equations by applying exp(−T) in one direction and exp(T) in the other.

Lean 4 with Mathlib refuses this proof:

```lean
import Mathlib

open Matrix
open scoped Matrix.Norms.Operator

namespace TimeDependentCoupledCluster

noncomputable section

variable {ι : Type*} [Fintype ι] [DecidableEq ι]

/-- The reference configuration, the basis vector labelled `none`. -/
def refState : Option ι → ℂ := Pi.single none 1

/-- The cluster operator `T = ∑ t_m τ_m`. -/
def cluster (τ : ι → Matrix (Option ι) (Option ι) ℂ) (t : ι → ℂ) :
    Matrix (Option ι) (Option ι) ℂ := ∑ m, t m • τ m

/-- The coupled-cluster state `c exp(T) e₀`. -/
def ccState (τ : ι → Matrix (Option ι) (Option ι) ℂ) (c : ℂ) (t : ι → ℂ) : Option ι → ℂ :=
  c • (NormedSpace.exp (cluster τ t) *ᵥ refState)

/-- The similarity-transformed Hamiltonian `exp(-T) H exp(T)`. -/
def hbar (τ : ι → Matrix (Option ι) (Option ι) ℂ) (H : Matrix (Option ι) (Option ι) ℂ)
    (t : ι → ℂ) : Matrix (Option ι) (Option ι) ℂ :=
  NormedSpace.exp (-cluster τ t) * H * NormedSpace.exp (cluster τ t)

variable {τ : ι → Matrix (Option ι) (Option ι) ℂ}

/-- A velocity `exp(T) v` satisfies the Schrödinger equation exactly when `v` satisfies the
similarity-transformed equation `i v = c Hbar e₀`. -/
theorem schrodinger_iff_transformed (H : Matrix (Option ι) (Option ι) ℂ) (c : ℂ)
    (t : ι → ℂ) (v : Option ι → ℂ) :
    Complex.I • (NormedSpace.exp (cluster τ t) *ᵥ v) = H *ᵥ ccState τ c t ↔
      Complex.I • v = c • (hbar τ H t *ᵥ refState) := by
  have hinv : NormedSpace.exp (-cluster τ t) * NormedSpace.exp (cluster τ t) = 1 := by
    rw [← Matrix.exp_add_of_commute _ _ (Commute.neg_left (Commute.refl _)),
      neg_add_cancel, NormedSpace.exp_zero]
  have hE : NormedSpace.exp (cluster τ t) * hbar τ H t
      = H * NormedSpace.exp (cluster τ t) := by
    rw [hbar, ← mul_assoc, ← mul_assoc, mul_eq_one_comm.mp hinv, one_mul]
  constructor
  · intro h
    have h2 := congrArg (fun x => NormedSpace.exp (-cluster τ t) *ᵥ x) h
    simpa only [ccState, hbar, Matrix.mulVec_smul, Matrix.mulVec_mulVec, hinv,
      Matrix.one_mulVec, Matrix.mul_assoc] using h2
  · intro h
    rw [← Matrix.mulVec_smul, h, Matrix.mulVec_smul, Matrix.mulVec_mulVec, hE, ccState,
      Matrix.mulVec_smul, Matrix.mulVec_mulVec]

end

end TimeDependentCoupledCluster
```

The compiler's answer:

```
Main.lean:37:41: error(lean.synthInstanceFailed): failed to synthesize instance of type class
  HasDistribNeg (Matrix ?m.69 ?m.69 ?m.70)

Hint: Type class instance resolution failures can be inspected with the `set_option trace.Meta.synthInstance true` command.
```

Diagnosis. The error is in the proof of `hinv`, at the term `Commute.neg_left (Commute.refl _)` inside the `rw`. That lemma needs a `HasDistribNeg` instance, which says how negation behaves under multiplication. Lean elaborates the rewriting term before matching it against the goal, and here every matrix in the term was left as `_`. The index type and the entry type were therefore still unknown, as the `?m.69` and `?m.70` in the message show, and Lean could not find the instance. Complex matrices do have one; Lean had not yet been told that these were complex matrices.

The repair proves the commutation first, as `hcomm`, with its statement written out: `Commute (-cluster τ t) (cluster τ t)`. This fixes both types, so the instance is found. Passing `hcomm` to `Matrix.exp_add_of_commute` then also determines the two matrices left as `_` there. The remaining rewrites, `neg_add_cancel` and `NormedSpace.exp_zero`, are the same as before, and putting them on one line is mere tidying.

The change, after which it compiles:

```diff
@@ -35,6 +35,7 @@
       Complex.I • v = c • (hbar τ H t *ᵥ refState) := by
   have hinv : NormedSpace.exp (-cluster τ t) * NormedSpace.exp (cluster τ t) = 1 := by
-    rw [← Matrix.exp_add_of_commute _ _ (Commute.neg_left (Commute.refl _)),
-      neg_add_cancel, NormedSpace.exp_zero]
+    have hcomm : Commute (-cluster τ t) (cluster τ t) :=
+      (Commute.refl (cluster τ t)).neg_left
+    rw [← Matrix.exp_add_of_commute _ _ hcomm, neg_add_cancel, NormedSpace.exp_zero]
   have hE : NormedSpace.exp (cluster τ t) * hbar τ H t
       = H * NormedSpace.exp (cluster τ t) := by
```
